# Termination-dependent potential of a neutral stack of alternating charged planes

Three planes at heights −a, 0, a with charges per area −s/2, s, −s/2, each contributing −2π × charge × distance, give the potential 2πsa at the central plane, while five planes at spacing a with charges s/2, −s, s, −s, s/2 give 0 there. Both stacks are neutral and mirror-symmetric, and the mean of the two values, πsa, is the value at 0 of the zero-average periodic potential of the infinite stack with charges (−1)ⁿ s at the heights na, n any integer.

```lean
import Mathlib

open Finset Real

namespace AlternatingPlaneStack

noncomputable section

/-- Charge per area of plane `n` in the stack `|n| ≤ N`: `(-1)^n s`, halved on the end planes. -/
def charge (s : ℝ) (N : ℕ) (n : ℤ) : ℝ :=
  (if |n| = (N : ℤ) then 1 / 2 else 1) * (-1) ^ n * s

/-- Potential at distance `z` from a plane of unit charge per area. -/
def kernel (z : ℝ) : ℝ := -2 * π * |z|

/-- Potential at height `z` of the planes at `n a`, `|n| ≤ N`. -/
def potential (s a : ℝ) (N : ℕ) (z : ℝ) : ℝ :=
  ∑ n ∈ Icc (-(N : ℤ)) N, charge s N n * kernel (z - n * a)

/-- Sawtooth potential: `(-1)^m (π s a - 2 π s (z - m a))` with `m = ⌊z / a⌋`. -/
def sawtooth (s a z : ℝ) : ℝ :=
  (-1) ^ ⌊z / a⌋ * (π * s * a - 2 * π * s * (z - ⌊z / a⌋ * a))

/-- The alternating sign is the same on planes `n` and `-n`. -/
theorem sign_neg (n : ℤ) : (-1 : ℝ) ^ (-n) = (-1) ^ n := by
  have h : (-1 : ℝ)⁻¹ = -1 := by norm_num
  rw [zpow_neg, ← inv_zpow, h]

/-- A charge-weighted sum over the stack is a sum over `N` layers, layer `k` having charge
`(-1)^k s / 2` on planes `±k` and the opposite charge on planes `±(k+1)`. -/
theorem sum_layers (s : ℝ) {N : ℕ} (hN : 1 ≤ N) (f : ℤ → ℝ) :
    ∑ n ∈ Icc (-(N : ℤ)) N, charge s N n * f n =
      ∑ k ∈ range N, (-1) ^ k * (s / 2) *
        (f k + f (-(k : ℤ)) - f (k + 1) - f (-((k : ℤ) + 1))) := by
  -- the stack with full end planes is the layers plus two half planes
  have full : ∀ M : ℕ, ∑ n ∈ Icc (-(M : ℤ)) M, (-1) ^ n * s * f n =
      ∑ k ∈ range M, (-1) ^ k * (s / 2) *
        (f k + f (-(k : ℤ)) - f (k + 1) - f (-((k : ℤ) + 1)))
      + (-1) ^ M * (s / 2) * (f M + f (-(M : ℤ))) := by
    intro M
    induction M with
    | zero =>
      simp
      ring
    | succ M ih =>
      have hI : Icc (-((M + 1 : ℕ) : ℤ)) ((M + 1 : ℕ) : ℤ) =
          insert ((M + 1 : ℕ) : ℤ) (insert (-((M + 1 : ℕ) : ℤ)) (Icc (-(M : ℤ)) M)) := by
        ext n
        simp only [mem_insert, mem_Icc]
        omega
      have h1 : ((M + 1 : ℕ) : ℤ) ∉ insert (-((M + 1 : ℕ) : ℤ)) (Icc (-(M : ℤ)) M) := by
        simp only [mem_insert, mem_Icc]
        omega
      have h2 : -((M + 1 : ℕ) : ℤ) ∉ Icc (-(M : ℤ)) M := by
        simp only [mem_Icc]
        omega
      rw [hI, sum_insert h1, sum_insert h2, ih, sum_range_succ, sign_neg, zpow_natCast, pow_succ]
      push_cast
      ring
  have h0 : (0 : ℤ) ≤ N := by omega
  have h : ∀ n ∈ Icc (-(N : ℤ)) N, charge s N n * f n = (-1) ^ n * s * f n
      - (if n = (N : ℤ) then (-1) ^ N * (s / 2) * f N else 0)
      - (if n = -(N : ℤ) then (-1) ^ N * (s / 2) * f (-(N : ℤ)) else 0) := by
    intro n _
    unfold charge
    by_cases h1 : n = N
    · have e : |n| = (N : ℤ) := by rw [h1]; exact abs_of_nonneg h0
      have e2 : ¬ n = -(N : ℤ) := by omega
      rw [if_pos e, if_pos h1, if_neg e2, h1, zpow_natCast]
      ring
    · by_cases h2 : n = -(N : ℤ)
      · have e : |n| = (N : ℤ) := by rw [h2, abs_neg]; exact abs_of_nonneg h0
        rw [if_pos e, if_neg h1, if_pos h2, h2, sign_neg, zpow_natCast]
        ring
      · have e : ¬ |n| = (N : ℤ) := fun h => ((abs_eq h0).mp h).elim h1 h2
        rw [if_neg e, if_neg h1, if_neg h2]
        ring
  have m1 : (N : ℤ) ∈ Icc (-(N : ℤ)) N := by rw [mem_Icc]; omega
  have m2 : -(N : ℤ) ∈ Icc (-(N : ℤ)) N := by rw [mem_Icc]; omega
  rw [sum_congr rfl h]
  simp only [sum_sub_distrib, sum_ite_eq', if_pos m1, if_pos m2]
  rw [full]
  ring

/-- The stack with halved end planes has zero total charge. -/
theorem neutral (s : ℝ) {N : ℕ} (hN : 1 ≤ N) : ∑ n ∈ Icc (-(N : ℤ)) N, charge s N n = 0 := by
  have h := sum_layers s hN (fun _ => 1)
  simp only [mul_one] at h
  rw [h]
  exact sum_eq_zero fun k _ => by ring

/-- The potential is a sum over layers, layer `k` contributing
`(-1)^k 2 π s (max |z| ((k+1) a) - max |z| (k a))`. -/
theorem potential_layers (s z : ℝ) {a : ℝ} (ha : 0 < a) {N : ℕ} (hN : 1 ≤ N) :
    potential s a N z =
      ∑ k ∈ range N, (-1) ^ k * (2 * π * s) * (max |z| ((k + 1) * a) - max |z| (k * a)) := by
  have key : ∀ t : ℝ, 0 ≤ t → |z - t| + |z + t| = 2 * max |z| t := by
    intro t ht
    rcases abs_cases (z - t) with h1 | h1 <;> rcases abs_cases (z + t) with h2 | h2 <;>
      rcases abs_cases z with h3 | h3 <;> rcases max_cases |z| t with h4 | h4 <;>
      linarith [h1.1, h1.2, h2.1, h2.2, h3.1, h3.2, h4.1, h4.2]
  unfold potential
  rw [sum_layers s hN (fun n => kernel (z - n * a))]
  refine sum_congr rfl fun k _ => ?_
  have h1 := key (k * a) (by positivity)
  have h2 := key ((k + 1) * a) (by positivity)
  simp only [kernel, Int.cast_neg, Int.cast_add, Int.cast_natCast, Int.cast_one, neg_mul,
    sub_neg_eq_add]
  linear_combination (-(-1) ^ k * π * s) * (h1 - h2)

/-- On the closed cell `m a ≤ z ≤ (m+1) a` the sawtooth is `(-1)^m (π s a - 2 π s (z - m a))`. -/
theorem sawtooth_cell (s : ℝ) {a z : ℝ} (ha : 0 < a) (m : ℤ) (h1 : m * a ≤ z)
    (h2 : z ≤ (m + 1) * a) :
    sawtooth s a z = (-1) ^ m * (π * s * a - 2 * π * s * (z - m * a)) := by
  unfold sawtooth
  rcases h2.lt_or_eq with h | h
  · have hf : ⌊z / a⌋ = m :=
      Int.floor_eq_iff.mpr ⟨by rwa [le_div_iff₀ ha], by rwa [div_lt_iff₀ ha]⟩
    rw [hf]
  · have hf : ⌊z / a⌋ = m + 1 := by
      rw [Int.floor_eq_iff, le_div_iff₀ ha, div_lt_iff₀ ha]
      push_cast
      constructor <;> nlinarith
    rw [hf, zpow_add_one₀ (by norm_num : (-1 : ℝ) ≠ 0), h]
    push_cast
    ring

/-- The sawtooth has period `2 a`. -/
theorem sawtooth_periodic (s : ℝ) {a : ℝ} (ha : 0 < a) :
    Function.Periodic (sawtooth s a) (2 * a) := by
  -- a shift by one plane spacing reverses the sign
  have anti : ∀ z, sawtooth s a (z + a) = -sawtooth s a z := by
    intro z
    unfold sawtooth
    rw [add_div, div_self ha.ne', Int.floor_add_one,
      zpow_add_one₀ (by norm_num : (-1 : ℝ) ≠ 0)]
    push_cast
    ring
  intro z
  rw [two_mul, ← add_assoc, anti, anti, neg_neg]

/-- The sawtooth is integrable over the period `[m a, (m+2) a]` and its integral there is zero. -/
theorem sawtooth_zero_mean (s : ℝ) {a : ℝ} (ha : 0 < a) (m : ℤ) :
    IntervalIntegrable (sawtooth s a) MeasureTheory.volume (m * a) ((m + 2) * a) ∧
      ∫ z in (m * a)..((m + 2) * a), sawtooth s a z = 0 := by
  have cell : ∀ (j : ℤ) (x y : ℝ), x = j * a → y = (j + 1) * a →
      IntervalIntegrable (sawtooth s a) MeasureTheory.volume x y ∧
        ∫ z in x..y, sawtooth s a z = 0 := by
    rintro j x y rfl rfl
    have hle : (j : ℝ) * a ≤ (j + 1) * a := by nlinarith
    have hc : Continuous fun z : ℝ =>
        (-1 : ℝ) ^ j * (π * s * a - 2 * π * s * (z - j * a)) := by fun_prop
    have he : Set.EqOn (sawtooth s a)
        (fun z : ℝ => (-1 : ℝ) ^ j * (π * s * a - 2 * π * s * (z - j * a)))
        (Set.uIcc ((j : ℝ) * a) ((j + 1) * a)) := by
      intro z hz
      rw [Set.uIcc_of_le hle] at hz
      exact sawtooth_cell s ha j hz.1 hz.2
    refine ⟨(hc.continuousOn.congr he).intervalIntegrable, ?_⟩
    have hd : ∀ x ∈ Set.uIcc ((j : ℝ) * a) ((j + 1) * a), HasDerivAt
        (fun x : ℝ => (-1 : ℝ) ^ j * (π * s * a * x - π * s * ((x - j * a) * (x - j * a))))
        ((-1 : ℝ) ^ j * (π * s * a - 2 * π * s * (x - j * a))) x := by
      intro x _
      have h0 := (hasDerivAt_id' x).sub_const ((j : ℝ) * a)
      have h := (((hasDerivAt_id' x).const_mul (π * s * a)).fun_sub
        ((h0.fun_mul h0).const_mul (π * s))).const_mul ((-1 : ℝ) ^ j)
      exact h.congr_deriv (by ring)
    rw [intervalIntegral.integral_congr he,
      intervalIntegral.integral_eq_sub_of_hasDerivAt hd (hc.intervalIntegrable _ _)]
    ring
  obtain ⟨i1, z1⟩ := cell m (m * a) ((m + 1) * a) rfl rfl
  obtain ⟨i2, z2⟩ := cell (m + 1) ((m + 1) * a) ((m + 2) * a)
    (by push_cast; ring) (by push_cast; ring)
  refine ⟨i1.trans i2, ?_⟩
  rw [← intervalIntegral.integral_add_adjacent_intervals i1 i2, z1, z2, add_zero]

/-- Inside the stack the potential is the sawtooth shifted by `-(-1)^N π s a`;
outside the stack it is zero. -/
theorem potential_profile (s z : ℝ) {a : ℝ} (ha : 0 < a) {N : ℕ} (hN : 1 ≤ N) :
    (|z| ≤ N * a → potential s a N z = sawtooth s a z - (-1) ^ N * (π * s * a)) ∧
      (N * a ≤ |z| → potential s a N z = 0) := by
  rw [potential_layers s z ha hN]
  -- layers give nothing outside
  have out : ∀ M : ℕ, M * a ≤ |z| → ∑ k ∈ range M,
      (-1 : ℝ) ^ k * (2 * π * s) * (max |z| ((k + 1) * a) - max |z| (k * a)) = 0 := by
    intro M hM
    refine sum_eq_zero fun k hk => ?_
    have hk' : (k : ℝ) + 1 ≤ M := by exact_mod_cast mem_range.mp hk
    have h1 : ((k : ℝ) + 1) * a ≤ |z| := by nlinarith
    have h2 : (k : ℝ) * a ≤ |z| := by nlinarith
    rw [max_eq_left h1, max_eq_left h2]
    ring
  -- the sawtooth in the shell between planes `±k` and `±(k+1)`
  have shell : ∀ k : ℕ, k * a ≤ |z| → |z| ≤ (k + 1) * a →
      sawtooth s a z = (-1) ^ k * (π * s * a - 2 * π * s * (|z| - k * a)) := by
    intro k h1 h2
    rcases abs_cases z with h | h <;> rw [h.1] at h1 h2 ⊢
    · rw [sawtooth_cell s ha (k : ℤ) (by push_cast; linarith) (by push_cast; linarith),
        zpow_natCast]
      push_cast
      ring
    · rw [sawtooth_cell s ha (-((k + 1 : ℕ) : ℤ)) (by push_cast; linarith)
        (by push_cast; linarith), sign_neg, zpow_natCast, pow_succ]
      push_cast
      ring
  refine ⟨?_, out N⟩
  clear hN
  induction N with
  | zero =>
    intro h
    have h0 : |z| = 0 := le_antisymm (by simpa using h) (abs_nonneg z)
    rw [shell 0 (by simp) (by rw [h0]; positivity), h0]
    simp
  | succ M ih =>
    intro h
    push_cast at h
    rw [sum_range_succ, max_eq_right h, pow_succ]
    rcases le_total |z| (M * a) with h1 | h1
    · rw [ih h1, max_eq_right h1]
      ring
    · rw [out M h1, max_eq_left h1, shell M h1 h]
      ring

/-- For `|z| ≤ N a` the mean of the potentials of the stacks `N` and `N + 1` is the sawtooth. -/
theorem mean_eq_sawtooth (s z : ℝ) {a : ℝ} (ha : 0 < a) {N : ℕ} (hN : 1 ≤ N)
    (hz : |z| ≤ N * a) :
    (potential s a N z + potential s a (N + 1) z) / 2 = sawtooth s a z := by
  have hz' : |z| ≤ ((N + 1 : ℕ) : ℝ) * a := by push_cast; linarith
  rw [(potential_profile s z ha hN).1 hz,
    (potential_profile s z ha (Nat.le_succ_of_le hN)).1 hz', pow_succ]
  ring

/-- The stack is neutral; its potential at the central plane is `0` for even `N` and `2 π s a`
for odd `N`; the mean over `N`, `N + 1` is `π s a`, which is the sawtooth at `0`. -/
theorem central_potential (s : ℝ) {a : ℝ} (ha : 0 < a) {N : ℕ} (hN : 1 ≤ N) :
    ∑ n ∈ Icc (-(N : ℤ)) N, charge s N n = 0 ∧
      (Even N → potential s a N 0 = 0) ∧
      (Odd N → potential s a N 0 = 2 * π * s * a) ∧
      (potential s a N 0 + potential s a (N + 1) 0) / 2 = π * s * a ∧
      sawtooth s a 0 = π * s * a := by
  have h0 : sawtooth s a 0 = π * s * a := by simp [sawtooth]
  have hz : |(0 : ℝ)| ≤ N * a := by rw [abs_zero]; positivity
  have hp := (potential_profile s 0 ha hN).1 hz
  refine ⟨neutral s hN, fun h => ?_, fun h => ?_, ?_, h0⟩
  · rw [hp, h0, h.neg_one_pow]
    ring
  · rw [hp, h0, h.neg_one_pow]
    ring
  · rw [mean_eq_sawtooth s 0 ha hN hz, h0]

end

end AlternatingPlaneStack
```
```lean
#print axioms AlternatingPlaneStack.sawtooth_periodic
#print axioms AlternatingPlaneStack.sawtooth_zero_mean
#print axioms AlternatingPlaneStack.central_potential
```

```
'AlternatingPlaneStack.sawtooth_periodic' depends on axioms: [propext, Classical.choice, Quot.sound]
'AlternatingPlaneStack.sawtooth_zero_mean' depends on axioms: [propext, Classical.choice, Quot.sound]
'AlternatingPlaneStack.central_potential' depends on axioms: [propext, Classical.choice, Quot.sound]
```

## What the file states

The spacing a > 0, the charge per area s and the height z are real numbers, and s may have either sign. The natural number N ≥ 1 fixes the stack: plane n, an integer with |n| ≤ N, sits at height na. Its charge qₙ is `charge s N n`, equal to (−1)ⁿ s for |n| < N and to half of that for |n| = N. The exponent is an integer, so negative n are covered. With `kernel`, the definition `potential s a N z` is the finite sum

V_N(z) = −2π Σ_{|n| ≤ N} qₙ |z − na|.

With m = ⌊z/a⌋, the definition `sawtooth s a z` is

φ(z) = (−1)ᵐ (πsa − 2πs(z − ma)),

a triangular wave running between πsa and −πsa with its corners on the planes.

The theorem `potential_profile` says

V_N(z) = φ(z) − (−1)ᴺ πsa for |z| ≤ Na, and V_N(z) = 0 for |z| ≥ Na.

From this, `mean_eq_sawtooth` gives (V_N(z) + V_{N+1}(z))/2 = φ(z) for |z| ≤ Na. The theorem `central_potential` collects five statements: Σ qₙ = 0; V_N(0) = 0 for even N; V_N(0) = 2πsa for odd N; the mean of V_N(0) and V_{N+1}(0) is πsa; and φ(0) = πsa. Finally, `sawtooth_periodic` gives φ the period 2a, and `sawtooth_zero_mean` says that for every integer m it is integrable on [ma, (m+2)a] with integral zero. The integrability clause matters because Lean assigns the integral 0 to a non-integrable function, so the vanishing integral alone would not show that positive and negative parts cancel.

## The physics encoded

The kernel −2π|z| is the potential of an infinite, uniformly charged plane of unit charge per area in Gaussian units, with the additive constant chosen so that it vanishes on the plane. It enters as a definition. The central plane therefore contributes nothing to V_N(0). Structure within the planes, screening and dielectric response are absent, so the problem is one-dimensional and the value at z = 0 is not the Madelung potential of an ion in a lattice of point charges.

The slope of φ jumps by −4π(−1)ⁿ s at plane n, as Poisson's equation requires for the infinite alternating stack, and a zero cell average is what an Ewald sum produces when its zero-wavevector term is omitted. That reading of φ as the Ewald potential is an interpretation: the file defines φ by its formula, proves period and zero integral, and contains no Fourier series or limit N → ∞.

For an isolated slab the result shows, in a classical model of uniformly charged planes with halved end planes, that the interior potential measured from the vacuum level differs from the zero-average periodic potential of the infinite stack by a constant, −(−1)ᴺ πsa, that depends on the termination.

## Why it is true

Layers. For k = 0, …, N−1, let layer k carry (−1)ᵏ s/2 on each of the planes ±k and the opposite charge on each of the planes ±(k+1). A plane with 0 < |n| < N receives (−1)ⁿ s/2 from layer |n| and the same from layer |n| − 1. Plane 0 receives s/2 twice from layer 0. The planes ±N receive one half only, from layer N − 1. Hence for any weight f on the integers

Σₙ qₙ f(n) = Σ_{k<N} (−1)ᵏ (s/2) [f(k) + f(−k) − f(k+1) − f(−(k+1))].

This is `sum_layers`. Its inner step `full` proves by induction on the size M that a stack with full end planes equals the layers plus two half planes at ±M, adding the pair ±(M+1) at each step; `sign_neg` supplies (−1)⁻ⁿ = (−1)ⁿ. The step `h` then subtracts the two halves at ±N. With f = 1 every bracket vanishes, which is `neutral`.

Potential of a layer. For t ≥ 0,

|z − t| + |z + t| = 2 max(|z|, t),

which `key` obtains by splitting on all signs. Take f(n) = −2π|z − na| and use the identity at t = ka and t = (k+1)a. Layer k contributes

U_k(z) = (−1)ᵏ 2πs [max(|z|, (k+1)a) − max(|z|, ka)],

and `potential_layers` states V_N = Σ_{k<N} U_k. The term U_k equals (−1)ᵏ 2πsa for |z| ≤ ka, equals (−1)ᵏ 2πs((k+1)a − |z|) in the shell ka ≤ |z| ≤ (k+1)a, and is zero beyond. At z = 0 the sum is 2πsa(1 − 1 + 1 − …) with N terms, which is the parity rule.

The sawtooth. On ma ≤ z < (m+1)a the floor is m. At z = (m+1)a the floor is m + 1, but both formulas give −(−1)ᵐ πsa, so `sawtooth_cell` holds on the closed cell. A shift by a raises the floor by one and flips the sign (`anti`), and two shifts give the period. On the cell with index j an antiderivative in the variable x is (−1)ʲ (πsa x − πs(x − ja)²), whose increase across the cell is (−1)ʲ (πsa² − πsa²) = 0. The step `cell` does this, and two adjacent cells make one period.

Matching. The step `out` notes that all layers k < M vanish for |z| ≥ Ma, which for M = N is the outside statement. The step `shell` shows

φ(z) = (−1)ᵏ (πsa − 2πs(|z| − ka)) for ka ≤ |z| ≤ (k+1)a,

using cell k for z ≥ 0 and cell −(k+1) for z < 0. Write S_M = Σ_{k<M} U_k, so that V_N = S_N. The inside statement is an induction on M for S_M, starting at M = 0, where only z = 0 is allowed and the empty sum equals πsa − πsa. In the step from M to M + 1 there are two regions. For |z| ≤ Ma the new layer adds a constant:

S_{M+1} = φ − (−1)ᴹ πsa + (−1)ᴹ 2πsa = φ − (−1)ᴹ⁺¹ πsa.

For Ma ≤ |z| ≤ (M+1)a only the new layer survives:

S_{M+1} = (−1)ᴹ 2πs((M+1)a − |z|) = φ + (−1)ᴹ πsa.

These are the two branches of `le_total`. The offsets for N and N + 1 have opposite signs and cancel in `mean_eq_sawtooth`. In `central_potential`, φ(0) = πsa and (−1)ᴺ = ±1 give πsa − πsa = 0 for even N and πsa + πsa = 2πsa for odd N.

## Without N ≥ 1, and a false inference

At N = 0 the single plane counts as an end plane and carries s/2. For s ≠ 0 the stack is then charged, and V_0(z) = −πs|z| does not vanish outside. The layer formula fails as well, since its right side is an empty sum.

One may be tempted to argue that a neutral stack with no net dipole has an interior potential that settles as N grows. Here V_N(0) alternates between 2πsa and 0 for all N. Going from N to N + 1 adds layer N, which consists of two mirror-image capacitors with charges ±s/2 per area. Their dipoles cancel, but the potential between them changes by (−1)ᴺ 2πsa, a step whose size does not decrease with N.
